# The enthalpy gap between two phases changes by the pressure step times their volume difference at an intermediate pressure

Two phases have enthalpies `H₁` and `H₂`, functions of pressure alone, whose derivatives at every pressure `P ≥ 0` are the volumes `V₁ P` and `V₂ P` (one-sided at zero pressure). The declaration `gap_mean_value` says that for `0 ≤ a < b` some pressure `c` strictly between them satisfies G(a) − G(b) = (V₁(c) − V₂(c))(b − a), where G = H₂ − H₁ is the enthalpy gap. The volumes are arbitrary real functions here, with neither continuity nor positivity assumed. The proof applies the mean value theorem to G, clears the denominator `b - a`, and leaves the final rearrangement to `linear_combination`.

This version doesn't compile in Lean 4 with Mathlib:

```lean
import Mathlib

open Set

namespace GapMeanValue

/-- `H` is an enthalpy with volume `V`: at every pressure `P ≥ 0` the derivative of `H` is `V P`
(one-sided at `P = 0`). -/
def IsEnthalpy (H V : ℝ → ℝ) : Prop :=
  ∀ P, 0 ≤ P → HasDerivWithinAt H (V P) (Ici 0) P

/-- The enthalpy of phase 2 relative to phase 1 at pressure `P`. -/
def enthalpyGap (H₁ H₂ : ℝ → ℝ) (P : ℝ) : ℝ := H₂ P - H₁ P

variable {H₁ H₂ V₁ V₂ : ℝ → ℝ} {m M P Q : ℝ}

/-- At every pressure `P ≥ 0` the derivative of the enthalpy gap is the volume difference `V₂ - V₁`
(one-sided at `P = 0`). -/
theorem gap_deriv (h₁ : IsEnthalpy H₁ V₁) (h₂ : IsEnthalpy H₂ V₂) (hP : 0 ≤ P) :
    HasDerivWithinAt (enthalpyGap H₁ H₂) (V₂ P - V₁ P) (Ici 0) P :=
  (h₂ P hP).sub (h₁ P hP)

/-- Between two pressures `0 ≤ a < b` the enthalpy gap drops by `b - a` times the volume
difference `V₁ - V₂` at some intermediate pressure. -/
theorem gap_mean_value (h₁ : IsEnthalpy H₁ V₁) (h₂ : IsEnthalpy H₂ V₂) {a b : ℝ}
    (ha : 0 ≤ a) (hab : a < b) :
    ∃ c ∈ Ioo a b, enthalpyGap H₁ H₂ a - enthalpyGap H₁ H₂ b = (V₁ c - V₂ c) * (b - a) := by
  obtain ⟨c, hc, h⟩ := exists_hasDerivAt_eq_slope (enthalpyGap H₁ H₂) (fun x => V₂ x - V₁ x) hab
    (fun x hx => (gap_deriv h₁ h₂ (ha.trans hx.1)).continuousWithinAt.mono
      (fun y hy => ha.trans hy.1))
    (fun x hx => (gap_deriv h₁ h₂ (ha.trans hx.1.le)).hasDerivAt
      (Ici_mem_nhds (lt_of_le_of_lt ha hx.1)))
  rw [eq_div_iff (sub_pos.2 hab).ne'] at h
  exact ⟨c, hc, by linear_combination -h⟩

end GapMeanValue
```

The error:

```
Main.lean:34:19: error: ring failed, ring expressions not equal
H₁ H₂ V₁ V₂ : ℝ → ℝ
h₁ : IsEnthalpy H₁ V₁
h₂ : IsEnthalpy H₂ V₂
a b : ℝ
ha : 0 ≤ a
hab : a < b
c : ℝ
hc : c ∈ Ioo a b
h : (V₂ c - V₁ c) * (b - a) = enthalpyGap H₁ H₂ b - enthalpyGap H₁ H₂ a
⊢ enthalpyGap H₁ H₂ a * 2 - enthalpyGap H₁ H₂ b * 2 + V₂ c * b * 2 - V₂ c * a * 2 - V₁ c * b * 2 + V₁ c * a * 2 = 0
```

Diagnosis. The only error is a wrong sign in the last step. `linear_combination e` subtracts the difference of the two sides of `e` from that of the goal, and asks `ring1` to show that the result is zero.

Here `h` reads (V₂(c) − V₁(c))(b − a) = G(b) − G(a). Its negation is the desired equation with left and right exchanged, and the exchange reverses the sign of the difference once more. So left minus right is the same expression for `h` and for the goal, namely G(a) − G(b) + (V₂(c) − V₁(c))(b − a).

With `-h` this expression is therefore added to itself instead of cancelled, which is why every term of the leftover goal in the message carries a factor 2. With `h` the two copies cancel identically and the proof closes.

Fix (accepted with no message):

```diff
@@ -32,5 +32,5 @@
       (Ici_mem_nhds (lt_of_le_of_lt ha hx.1)))
   rw [eq_div_iff (sub_pos.2 hab).ne'] at h
-  exact ⟨c, hc, by linear_combination -h⟩
+  exact ⟨c, hc, by linear_combination h⟩
 
 end GapMeanValue
```
